# After one wall of an infinite square well suddenly jumps out to double the width, a particle from the old ground state is found in the new level 2 with probability 1/2

If I treat a suddenly moved wall like a slowly moved one, I predict the wrong final state. Slow widening of a box leaves a particle in the ground state. If the right wall of a box $[0,L]$ jumps to $2L$ instead, the wavefunction has no time to change, and it is no longer a stationary state. I have to project it onto the new levels.

For a particle that starts in the ground state, I believe the probability is $32/(9\pi^2)$ for the new level $n=1$, $1/2$ for $n=2$, and $0$ for every even $n>2$. The new ground state would then not even be the most likely outcome. Can this be derived rigorously, with the integrals and the special case $n=2$ checked by machine?

## Half the probability goes to the level with the old wave number

Yes. The Lean file below proves the three values, and it treats every initial level $m$, not only the ground state. It also proves that, starting from the ground state, $n=2$ is strictly more probable than any other level.

### The overlap integral on the old box

Let $m\ge 1$ label the old level and $n\ge 1$ the new one. The normalised states are

$$\psi_m(x)=\sqrt{\tfrac{2}{L}}\,\sin\frac{m\pi x}{L}\ \text{ on }[0,L],\qquad \varphi_n(x)=\sqrt{\tfrac{1}{L}}\,\sin\frac{n\pi x}{2L}\ \text{ on }[0,2L],$$

and each is zero elsewhere. Since $\psi_m$ vanishes outside $[0,L]$, only the old box contributes to the overlap. With $a=m\pi/L$ and $b=n\pi/(2L)$, the probability is

$$P_{mn}=\Big(\int\psi_m\varphi_n\,dx\Big)^2=\frac{2}{L^2}\,I^2,\qquad I=\int_0^L\sin(ax)\sin(bx)\,dx.$$

**Equal wave numbers, $n=2m$.** Here $a=b$, and

$$I=\int_0^L\sin^2(ax)\,dx=\frac L2-\frac{\sin(2aL)}{4a}=\frac L2,$$

because $2aL=2m\pi$. Hence $P_{m,2m}=\frac{2}{L^2}\cdot\frac{L^2}{4}=\frac12$. The reason is visible in the states: on the old box, $\varphi_{2m}$ is just $\psi_m/\sqrt2$.

**Different wave numbers, $n\ne 2m$.** The product formula $\sin(ax)\sin(bx)=\tfrac12[\cos((a-b)x)-\cos((a+b)x)]$ gives

$$I=\frac{\sin((a-b)L)}{2(a-b)}-\frac{\sin((a+b)L)}{2(a+b)}.$$

Now $a\mp b=(2m\mp n)\pi/(2L)$, so the phases are $(a\mp b)L=m\pi\mp n\pi/2$. Because $\sin m\pi=0$, the two sines are $\mp\cos(m\pi)\sin(n\pi/2)$. Therefore

$$I=-\cos(m\pi)\sin\frac{n\pi}{2}\cdot\frac{L}{\pi}\Big(\frac1{2m-n}+\frac1{2m+n}\Big)=-\cos(m\pi)\sin\frac{n\pi}{2}\cdot\frac{4mL}{\pi(4m^2-n^2)}.$$

Squaring, with $\cos^2(m\pi)=1$, yields

$$P_{mn}=\frac{32\,m^2\sin^2(n\pi/2)}{\pi^2(4m^2-n^2)^2}.$$

For even $n$ the sine is zero, so the probability vanishes. For odd $n$ its square is one. Setting $m=n=1$ gives $32/(9\pi^2)\approx0.360$.

**The most probable level.** Take $m=1$ and $n$ odd. For $n=1$ we have $(4-n^2)^2=9$, and for $n\ge3$ we have $n^2-4\ge5$, so $(4-n^2)^2\ge 9$ in every case. Together with $\pi^2>9$ this gives $P_{1n}\le 32/81<1/2$. The even levels other than $n=2$ have probability zero, so $n=2$ wins strictly.

**Highly excited initial states.** The two levels next to $n=2m$ have $P_{m,2m\pm1}=32m^2/(\pi^2(4m\pm1)^2)$. As $m\to\infty$, an elementary limit that the file leaves out takes both to $2/\pi^2\approx0.203$, while level $2m$ keeps its $1/2$.

### Box states and probabilities as Lean objects

`boxState ℓ n` is the function $\sqrt{2/\ell}\,\sin(n\pi x/\ell)$ on the closed interval `Set.Icc 0 ℓ`; the `indicator` makes it zero on the rest of the line. The old and new states are therefore functions on the same space. `boxState_normalised` proves that the integral of the square is 1 when `0 < ℓ` and `n ≠ 0`.

`transitionProb L m n` is the square of the integral over $\mathbb R$ of `boxState L m` times `boxState (2 * L) n`. The states are real, so no complex conjugate appears. The first index is always the old level and the second the new one.

`sudden_expansion` says that for every `L` with `0 < L`, the three ground-state claims hold together. `second_state_most_probable` says that `transitionProb L 1 n` is strictly below `transitionProb L 1 2` for every `n ≠ 2`. For general $m$, the results are `transitionProb_double`, `transitionProb_even` and `transitionProb_odd`. Quantum numbers are natural numbers, which include 0. The function `boxState ℓ 0` is identically zero and describes no physical state; its overlaps are zero.

The physics enters through the definitions. The walls are infinitely high, the left wall stays fixed, and the width exactly doubles. The sudden approximation, in which the wall moves too fast for the wavefunction to respond, is expressed by using the old state unchanged in the overlap. Reading the squared overlap as a probability is the Born rule. The file contains no Hamiltonian and no time evolution, and it does not show that the new states form a complete set.

For a single particle in this idealised one-dimensional well, the values can serve as exact references for a grid or basis-set code that projects a state onto the levels of a suddenly changed Hamiltonian.

```lean
import Mathlib

open Real MeasureTheory

namespace SuddenBoxExpansion

noncomputable section

/-- The function `√(2/ℓ) sin(nπx/ℓ)` on the interval `[0, ℓ]`, extended by zero to the whole line.
-/
def boxState (ℓ : ℝ) (n : ℕ) (x : ℝ) : ℝ :=
  (Set.Icc 0 ℓ).indicator (fun y => √(2 / ℓ) * Real.sin (n * π / ℓ * y)) x

/-- The squared overlap of state `m` of the box `[0, L]` with state `n` of the box `[0, 2L]`. -/
def transitionProb (L : ℝ) (m n : ℕ) : ℝ :=
  (∫ x, boxState L m x * boxState (2 * L) n x) ^ 2

/-- The derivative of a sine wave of wave number `c`. -/
lemma hasDerivAt_sin_mul (c x : ℝ) :
    HasDerivAt (fun y : ℝ => Real.sin (c * y)) (Real.cos (c * x) * c) x :=
  (((hasDerivAt_id' x).const_mul c).sin).congr_deriv (by ring)

/-- The overlap integral on `[0, L]` of two sine waves with different wave numbers. -/
lemma integral_sin_mul_sin (L a b : ℝ) (h₁ : a - b ≠ 0) (h₂ : a + b ≠ 0) :
    ∫ x in (0 : ℝ)..L, Real.sin (a * x) * Real.sin (b * x) =
      Real.sin ((a - b) * L) / (2 * (a - b)) - Real.sin ((a + b) * L) / (2 * (a + b)) := by
  have g : ∀ c d : ℝ, d ≠ 0 → c * d / (2 * d) = c / 2 := by
    intro c d hd
    rw [div_eq_div_iff (mul_ne_zero two_ne_zero hd) two_ne_zero]
    ring
  have h : ∀ x ∈ Set.uIcc 0 L, HasDerivAt
      (fun y : ℝ => Real.sin ((a - b) * y) / (2 * (a - b))
        - Real.sin ((a + b) * y) / (2 * (a + b)))
      (Real.sin (a * x) * Real.sin (b * x)) x := by
    intro x _
    refine (((hasDerivAt_sin_mul (a - b) x).div_const _).fun_sub
      ((hasDerivAt_sin_mul (a + b) x).div_const _)).congr_deriv ?_
    rw [g _ _ h₁, g _ _ h₂, sub_mul, add_mul, Real.cos_sub, Real.cos_add]
    ring
  rw [intervalIntegral.integral_eq_sub_of_hasDerivAt h
    (Continuous.intervalIntegrable (by fun_prop) _ _)]
  simp

/-- The integral on `[0, L]` of the square of a sine wave. -/
lemma integral_sin_mul_self (L a : ℝ) (ha : a ≠ 0) :
    ∫ x in (0 : ℝ)..L, Real.sin (a * x) * Real.sin (a * x) =
      L / 2 - Real.sin (2 * a * L) / (4 * a) := by
  have h : ∀ x ∈ Set.uIcc 0 L, HasDerivAt
      (fun y : ℝ => y / 2 - Real.sin (2 * a * y) / (4 * a))
      (Real.sin (a * x) * Real.sin (a * x)) x := by
    intro x _
    refine (((hasDerivAt_id' x).div_const 2).fun_sub
      ((hasDerivAt_sin_mul (2 * a) x).div_const _)).congr_deriv ?_
    have g : Real.cos (2 * a * x) * (2 * a) / (4 * a) = Real.cos (2 * a * x) / 2 := by
      rw [div_eq_div_iff (mul_ne_zero four_ne_zero ha) two_ne_zero]
      ring
    rw [g, show 2 * a * x = 2 * (a * x) by ring, Real.cos_two_mul]
    linarith [Real.sin_sq_add_cos_sq (a * x), sq (Real.sin (a * x))]
  rw [intervalIntegral.integral_eq_sub_of_hasDerivAt h
    (Continuous.intervalIntegrable (by fun_prop) _ _)]
  simp

/-- The overlap of states of two boxes with a common left wall is an integral over the
smaller box. -/
lemma overlap_eq {L M : ℝ} (hL : 0 < L) (hLM : L ≤ M) (m n : ℕ) :
    ∫ x, boxState L m x * boxState M n x = √(2 / L) * √(2 / M) *
      ∫ x in (0 : ℝ)..L, Real.sin (m * π / L * x) * Real.sin (n * π / M * x) := by
  have h : (fun x => boxState L m x * boxState M n x) =
      (Set.Icc 0 L).indicator (fun x => √(2 / L) * √(2 / M) *
        (Real.sin (m * π / L * x) * Real.sin (n * π / M * x))) := by
    funext x
    by_cases hx : x ∈ Set.Icc 0 L
    · have hx' : x ∈ Set.Icc 0 M := ⟨hx.1, hx.2.trans hLM⟩
      simp only [boxState, Set.indicator_of_mem hx, Set.indicator_of_mem hx']
      ring
    · simp only [boxState, Set.indicator_of_notMem hx, zero_mul]
  rw [h, integral_indicator measurableSet_Icc, integral_Icc_eq_integral_Ioc,
    ← intervalIntegral.integral_of_le hL.le, intervalIntegral.integral_const_mul]

/-- Each box state with nonzero quantum number is normalised. -/
theorem boxState_normalised {ℓ : ℝ} (hℓ : 0 < ℓ) {n : ℕ} (hn : n ≠ 0) :
    ∫ x, boxState ℓ n x ^ 2 = 1 := by
  have hn' : (n : ℝ) ≠ 0 := Nat.cast_ne_zero.mpr hn
  have ha : (n : ℝ) * π / ℓ ≠ 0 := div_ne_zero (mul_ne_zero hn' pi_ne_zero) hℓ.ne'
  have hs : 2 * ((n : ℝ) * π / ℓ) * ℓ = ((2 * n : ℕ) : ℝ) * π := by
    push_cast
    field_simp
  simp only [pow_two]
  rw [overlap_eq hℓ le_rfl, integral_sin_mul_self _ _ ha, hs, Real.sin_nat_mul_pi,
    Real.mul_self_sqrt (by positivity), zero_div, sub_zero]
  field_simp

/-- The squared overlap expressed through the integral of two sine waves over the old box. -/
lemma transitionProb_eq {L : ℝ} (hL : 0 < L) (m n : ℕ) :
    transitionProb L m n = 2 / L * (2 / (2 * L)) *
      (∫ x in (0 : ℝ)..L,
        Real.sin (m * π / L * x) * Real.sin (n * π / (2 * L) * x)) ^ 2 := by
  rw [transitionProb, overlap_eq hL (by linarith), mul_pow, mul_pow,
    Real.sq_sqrt (by positivity), Real.sq_sqrt (by positivity)]

/-- When the box doubles, old state `m` has squared overlap `1/2` with new state `2m`. -/
theorem transitionProb_double {L : ℝ} (hL : 0 < L) {m : ℕ} (hm : m ≠ 0) :
    transitionProb L m (2 * m) = 1 / 2 := by
  have hm' : (m : ℝ) ≠ 0 := Nat.cast_ne_zero.mpr hm
  have ha : (m : ℝ) * π / L ≠ 0 := div_ne_zero (mul_ne_zero hm' pi_ne_zero) hL.ne'
  -- the two waves have the same wave number inside the old box
  have hk : ((2 * m : ℕ) : ℝ) * π / (2 * L) = m * π / L := by
    push_cast
    rw [mul_assoc, mul_div_mul_left _ _ two_ne_zero]
  have hs : 2 * ((m : ℝ) * π / L) * L = ((2 * m : ℕ) : ℝ) * π := by
    push_cast
    field_simp
  rw [transitionProb_eq hL, hk, integral_sin_mul_self _ _ ha, hs, Real.sin_nat_mul_pi,
    zero_div, sub_zero]
  field_simp

/-- The squared overlap of old state `m` with any new state `n ≠ 2m`. -/
theorem transitionProb_of_ne {L : ℝ} (hL : 0 < L) {m n : ℕ} (hn : n ≠ 2 * m) :
    transitionProb L m n = 32 * (m : ℝ) ^ 2 * Real.sin (n * π / 2) ^ 2 /
      (π ^ 2 * (4 * (m : ℝ) ^ 2 - (n : ℝ) ^ 2) ^ 2) := by
  have hp : 2 * (m : ℝ) - n ≠ 0 := by
    intro h
    apply hn
    have h' : (n : ℝ) = ((2 * m : ℕ) : ℝ) := by
      push_cast
      linarith
    exact_mod_cast h'
  have hq : 2 * (m : ℝ) + n ≠ 0 := by
    have h : (0 : ℝ) < 2 * m + n := by exact_mod_cast (by omega : 0 < 2 * m + n)
    exact h.ne'
  have hL' : L ≠ 0 := hL.ne'
  have hπ : π ≠ 0 := pi_ne_zero
  have e₁ : (m : ℝ) * π / L - n * π / (2 * L) = (2 * m - n) * π / (2 * L) := by
    field_simp
  have e₂ : (m : ℝ) * π / L + n * π / (2 * L) = (2 * m + n) * π / (2 * L) := by
    field_simp
  have h2L : 2 * L ≠ 0 := mul_ne_zero two_ne_zero hL'
  have a₁ : (2 * (m : ℝ) - n) * π / (2 * L) * L = m * π - n * π / 2 := by
    field_simp
  have a₂ : (2 * (m : ℝ) + n) * π / (2 * L) * L = m * π + n * π / 2 := by
    field_simp
  have hc : Real.cos (m * π) ^ 2 = 1 := by
    have h := Real.sin_sq_add_cos_sq (m * π)
    rw [Real.sin_nat_mul_pi] at h
    linarith
  -- both boundary terms carry the same factor cos(mπ) sin(nπ/2)
  have hI : ∫ x in (0 : ℝ)..L,
      Real.sin (m * π / L * x) * Real.sin (n * π / (2 * L) * x) =
      -(Real.cos (m * π) * Real.sin (n * π / 2)) *
        (4 * m * L / (π * ((2 * m - n) * (2 * m + n)))) := by
    rw [integral_sin_mul_sin _ _ _
      (by rw [e₁]; exact div_ne_zero (mul_ne_zero hp hπ) h2L)
      (by rw [e₂]; exact div_ne_zero (mul_ne_zero hq hπ) h2L),
      e₁, e₂, a₁, a₂, Real.sin_sub, Real.sin_add, Real.sin_nat_mul_pi]
    generalize Real.cos (m * π) = c
    generalize Real.sin (n * π / 2) = s
    field_simp
    ring
  rw [transitionProb_eq hL, hI, mul_pow, neg_sq, mul_pow, hc,
    show 4 * (m : ℝ) ^ 2 - (n : ℝ) ^ 2 = (2 * m - n) * (2 * m + n) by ring]
  generalize Real.sin (n * π / 2) = s
  field_simp
  ring

/-- Old state `m` has zero overlap with every even new state other than `2m`. -/
theorem transitionProb_even {L : ℝ} (hL : 0 < L) {m n : ℕ} (he : Even n)
    (hn : n ≠ 2 * m) : transitionProb L m n = 0 := by
  obtain ⟨k, hk⟩ := he
  have hs : (n : ℝ) * π / 2 = k * π := by
    rw [hk]
    push_cast
    ring
  rw [transitionProb_of_ne hL hn, hs, Real.sin_nat_mul_pi]
  simp

/-- The squared overlap of old state `m` with an odd new state `n`. -/
theorem transitionProb_odd {L : ℝ} (hL : 0 < L) (m : ℕ) {n : ℕ} (ho : Odd n) :
    transitionProb L m n =
      32 * (m : ℝ) ^ 2 / (π ^ 2 * (4 * (m : ℝ) ^ 2 - (n : ℝ) ^ 2) ^ 2) := by
  obtain ⟨k, hk⟩ := ho
  have hs : (n : ℝ) * π / 2 = k * π + π / 2 := by
    rw [hk]
    push_cast
    ring
  have hc : Real.cos (k * π) ^ 2 = 1 := by
    have h := Real.sin_sq_add_cos_sq (k * π)
    rw [Real.sin_nat_mul_pi] at h
    linarith
  rw [transitionProb_of_ne hL (by omega), hs, Real.sin_add_pi_div_two, hc, mul_one]

/-- Sudden doubling of a box in its ground state: the squared overlap with new state `n` is
`32/(9π²)` for `n = 1`, `1/2` for `n = 2`, and zero for even `n > 2`. -/
theorem sudden_expansion {L : ℝ} (hL : 0 < L) :
    transitionProb L 1 1 = 32 / (9 * π ^ 2) ∧ transitionProb L 1 2 = 1 / 2 ∧
      ∀ n : ℕ, Even n → 2 < n → transitionProb L 1 n = 0 := by
  refine ⟨?_, transitionProb_double hL one_ne_zero, fun n he hn =>
    transitionProb_even hL he (by omega)⟩
  rw [transitionProb_odd hL 1 odd_one, Nat.cast_one]
  congr 1 <;> ring

/-- After the sudden doubling of a box in its ground state, the new state `n = 2` is strictly
more probable than any other. -/
theorem second_state_most_probable {L : ℝ} (hL : 0 < L) {n : ℕ} (hn : n ≠ 2) :
    transitionProb L 1 n < transitionProb L 1 2 := by
  rw [(sudden_expansion hL).2.1]
  rcases Nat.even_or_odd n with he | ho
  · rw [transitionProb_even hL he (by omega)]
    norm_num
  · rw [transitionProb_odd hL 1 ho, Nat.cast_one]
    have h₁ : 9 ≤ π ^ 2 := by nlinarith [Real.pi_gt_three]
    -- for odd n, (4 - n²)² is at least 9, its value at n = 1
    have h₂ : 9 ≤ (4 * (1 : ℝ) ^ 2 - (n : ℝ) ^ 2) ^ 2 := by
      obtain ⟨k, hk⟩ := ho
      rcases Nat.eq_zero_or_pos k with h0 | h0
      · have h1 : n = 1 := by omega
        rw [h1]
        norm_num
      · have h3 : (3 : ℝ) ≤ n := by exact_mod_cast (by omega : 3 ≤ n)
        have h5 : 5 ≤ (n : ℝ) ^ 2 - 4 := by nlinarith
        nlinarith
    have h₃ : 81 ≤ π ^ 2 * (4 * (1 : ℝ) ^ 2 - (n : ℝ) ^ 2) ^ 2 := by
      nlinarith [mul_nonneg (sub_nonneg.mpr h₁) (sub_nonneg.mpr h₂)]
    rw [div_lt_iff₀ (by linarith)]
    linarith

end

end SuddenBoxExpansion
```

```lean
#print axioms SuddenBoxExpansion.boxState_normalised
#print axioms SuddenBoxExpansion.second_state_most_probable
```

```
'SuddenBoxExpansion.boxState_normalised' depends on axioms: [propext, Classical.choice, Quot.sound]
'SuddenBoxExpansion.second_state_most_probable' depends on axioms: [propext, Classical.choice, Quot.sound]
```

### From antiderivatives to the comparison of levels

**The integrals.** `integral_sin_mul_sin` and `integral_sin_mul_self` are the two formulas for $I$ before the wave numbers are inserted. Each proof names an antiderivative, differentiates it with the help of `hasDerivAt_sin_mul`, and applies the fundamental theorem of calculus through `intervalIntegral.integral_eq_sub_of_hasDerivAt`. The addition formulas for the cosine turn the derivative into the product of sines. The hypotheses `a - b ≠ 0` and `a + b ≠ 0` keep the denominators away from zero, which is why $n=2m$ needs its own integral.

**Reduction to the old box.** `overlap_eq` takes two boxes with a common left wall and widths $L\le M$. It compares the integrands point by point: inside $[0,L]$ both states are sine waves, and outside it the first one vanishes. The case $M=L$ gives the normalisation. The case $M=2L$ gives `transitionProb_eq`, where squaring removes the square roots and leaves the prefactor $\frac2L\cdot\frac{2}{2L}=\frac{2}{L^2}$.

**Equal wave numbers.** In `transitionProb_double`, the step `hk` shows that the new wave number $2m\pi/(2L)$ equals $m\pi/L$. The sine-squared integral then applies, and its boundary term disappears because the sine of an integer multiple of $\pi$ is zero.

**Different wave numbers.** `transitionProb_of_ne` follows the derivation above closely. The steps `hp` and `hq` show that $2m-n$ and $2m+n$ are nonzero, `e₁` and `e₂` rewrite $a\mp b$, and `a₁` and `a₂` compute the phases at the wall $x=L$. The step `hI` is the closed formula for $I$. In it, `generalize` replaces the cosine and the sine by plain letters, so that `field_simp` and `ring` only have to settle an identity between fractions. The step `hc` supplies $\cos^2(m\pi)=1$ for the final squaring.

**Even and odd levels.** `transitionProb_even` writes $n=2k$ and uses $\sin(k\pi)=0$. `transitionProb_odd` writes $n=2k+1$, so that $\sin(n\pi/2)=\cos(k\pi)$, whose square is one. An odd $n$ can never equal $2m$, so this theorem needs no further condition.

**The ground state.** `sudden_expansion` puts $m=n=1$ into the odd formula and takes its other two parts from the theorems for $n=2m$ and for even $n$. In `second_state_most_probable`, the even case is zero against one half. For odd $n$, `h₁` and `h₂` are the two lower bounds of 9, and `h₃` multiplies them to 81. After `div_lt_iff₀` clears the denominator, what remains is that 32 is less than half of a number that is at least 81.
